# Spin-diagonal and spin-flip blocks of L·σ for a rotated spin axis

## Spinors and blocks

Let \(L_x,L_y,L_z\) be elements of an associative complex algebra \(A\) with unit, for example matrices acting on the orbitals of one atom. In the code `A` is a ring with an `Algebra ℂ A` structure, and `•` multiplies an element by a complex number.

In Lean 4 with Mathlib:

```lean
import Mathlib

open Complex (I)

namespace RotatedSpinOrbit

noncomputable section

variable {A : Type*} [Ring A] [Algebra ℂ A]
```

The Pauli matrices have their usual form, with spin indices 0 (up along \(z\)) and 1 (down along \(z\)).

```lean
/-- The Pauli matrix for the x direction. -/
def pauliX : Matrix (Fin 2) (Fin 2) ℂ := !![0, 1; 1, 0]

/-- The Pauli matrix for the y direction. -/
def pauliY : Matrix (Fin 2) (Fin 2) ℂ := !![0, -I; I, 0]

/-- The Pauli matrix for the z direction. -/
def pauliZ : Matrix (Fin 2) (Fin 2) ℂ := !![1, 0; 0, -1]
```

The spin–orbit operator is then a 2×2 matrix with entries in \(A\),
\[
L\cdot\sigma=\begin{pmatrix}L_z & L_x-iL_y\\ L_x+iL_y & -L_z\end{pmatrix}.
\]

```lean
/-- The operator L·σ as a 2×2 spin matrix whose entries are orbital operators. -/
def lDotSigma (Lx Ly Lz : A) : Matrix (Fin 2) (Fin 2) A :=
  Matrix.of fun i j => pauliX i j • Lx + pauliY i j • Ly + pauliZ i j • Lz
```

Its block between spinors \(u\) and \(v\) contracts the spin indices only, so the result is still an orbital operator:
\[
\langle u|L\cdot\sigma|v\rangle=\sum_{i,j}u_i^*v_j\,(L\cdot\sigma)_{ij}.
\]
The first spinor is conjugated.

```lean
/-- The orbital operator obtained by taking L·σ between the spinors u and v. -/
def spinBlock (Lx Ly Lz : A) (u v : Fin 2 → ℂ) : A :=
  ∑ i, ∑ j, (star (u i) * v j) • lDotSigma Lx Ly Lz i j
```

For a spin axis with polar angle \(t\) and azimuth \(f\), the up and down spinors are
\[
a=\begin{pmatrix}\cos\frac t2\,e^{-if/2}\\ \sin\frac t2\,e^{if/2}\end{pmatrix},\qquad
b=\begin{pmatrix}-\sin\frac t2\,e^{-if/2}\\ \cos\frac t2\,e^{if/2}\end{pmatrix}.
\]
They are `spinUp t f` and `spinDown t f`. Another choice of their phases would multiply the spin-flip block by a phase.

```lean
/-- The spinor pointing up along the direction with polar angle t and azimuth f. -/
def spinUp (t f : ℝ) : Fin 2 → ℂ :=
  ![(Real.cos (t / 2) : ℂ) * Complex.exp (-((f / 2 : ℝ) : ℂ) * I),
    (Real.sin (t / 2) : ℂ) * Complex.exp (((f / 2 : ℝ) : ℂ) * I)]

/-- The spinor pointing down along the direction with polar angle t and azimuth f. -/
def spinDown (t f : ℝ) : Fin 2 → ℂ :=
  ![-((Real.sin (t / 2) : ℂ) * Complex.exp (-((f / 2 : ℝ) : ℂ) * I)),
    (Real.cos (t / 2) : ℂ) * Complex.exp (((f / 2 : ℝ) : ℂ) * I)]
```

Write \(D=\langle a|L\cdot\sigma|a\rangle\) and \(B=\langle a|L\cdot\sigma|b\rangle\). In a second-variational step that adds spin–orbit coupling to collinear spin-polarised bands, \(D\) and \(B\) carry the angular part of the spin-diagonal and spin-flip matrix elements, in a model that leaves out the radial integrals and the factor \(\tfrac12\) in \(S=\sigma/2\).

## Complex coefficients

The algebra must be complex because \(\sigma_y\) multiplies \(L_y\) by \(\pm i\); in a real algebra with no action of \(i\), these entries would have no meaning. Nothing else about \(L\) is needed for the two blocks: no products of its components occur. Collecting terms in the double sum gives
\[
\begin{aligned}
\langle u|L\cdot\sigma|v\rangle={}&(u_0^*v_1+u_1^*v_0)L_x+(-iu_0^*v_1+iu_1^*v_0)L_y\\
&+(u_0^*v_0-u_1^*v_1)L_z .
\end{aligned}
\]
The proof inserts the Pauli entries and leaves the collection of terms to `module`.

```lean
/-- A block of L·σ between two arbitrary spinors, resolved into Lx, Ly and Lz. -/
theorem spinBlock_expand (Lx Ly Lz : A) (u v : Fin 2 → ℂ) :
    spinBlock Lx Ly Lz u v =
      (star (u 0) * v 1 + star (u 1) * v 0) • Lx
        + (-I * (star (u 0) * v 1) + I * (star (u 1) * v 0)) • Ly
        + (star (u 0) * v 0 - star (u 1) * v 1) • Lz := by
  simp only [spinBlock, lDotSigma, Matrix.of_apply, Fin.sum_univ_two,
    show pauliX 0 0 = 0 from rfl, show pauliX 0 1 = 1 from rfl,
    show pauliX 1 0 = 1 from rfl, show pauliX 1 1 = 0 from rfl,
    show pauliY 0 0 = 0 from rfl, show pauliY 0 1 = -I from rfl,
    show pauliY 1 0 = I from rfl, show pauliY 1 1 = 0 from rfl,
    show pauliZ 0 0 = 1 from rfl, show pauliZ 0 1 = 0 from rfl,
    show pauliZ 1 0 = 0 from rfl, show pauliZ 1 1 = -1 from rfl]
  module
```

## Real angles

The angles specify a direction in space, so `t` and `f` are real. The derivation uses this when it conjugates the spinors. Set \(c=\cos\frac t2\), \(s=\sin\frac t2\), \(p=e^{if/2}\) and \(q=e^{-if/2}\). Then \(c^*=c\), \(s^*=s\), \(p^*=q\), and
\[
a=(cq,sp),\quad a^*=(cp,sq),\quad b=(-sq,cp),\quad b^*=(-sp,cq).
\]
We also have \(pq=1\), \(p^2=\cos f+i\sin f\), \(q^2=\cos f-i\sin f\), \(c^2+s^2=1\), \(2sc=\sin t\) and \(c^2-s^2=\cos t\). The next lemma collects these facts; `hr`, `hp` and `hq` in its proof are the conjugation rules.

```lean
/-- The rotated spinors and their conjugates written with two half-angle amplitudes c, s
and two mutually inverse phases p, q. -/
theorem spinor_components (t f : ℝ) : ∃ c s p q : ℂ,
    (c ^ 2 + s ^ 2 = 1 ∧ (Real.sin t : ℂ) = 2 * s * c ∧ (Real.cos t : ℂ) = c ^ 2 - s ^ 2) ∧
    (p * q = 1 ∧ p * p = Real.cos f + Real.sin f * I ∧
      q * q = Real.cos f - Real.sin f * I) ∧
    (spinUp t f 0 = c * q ∧ spinUp t f 1 = s * p ∧
      star (spinUp t f 0) = c * p ∧ star (spinUp t f 1) = s * q) ∧
    (spinDown t f 0 = -(s * q) ∧ spinDown t f 1 = c * p ∧
      star (spinDown t f 0) = -(s * p) ∧ star (spinDown t f 1) = c * q) := by
  have hr : ∀ r : ℝ, star (r : ℂ) = r := fun r => Complex.conj_ofReal r
  -- conjugation exchanges the two phases
  have hp : star (Complex.exp (((f / 2 : ℝ) : ℂ) * I))
      = Complex.exp (-((f / 2 : ℝ) : ℂ) * I) := by
    have h := (Complex.exp_conj (((f / 2 : ℝ) : ℂ) * I)).symm
    rw [map_mul, Complex.conj_ofReal, Complex.conj_I] at h
    rw [show -((f / 2 : ℝ) : ℂ) * I = ((f / 2 : ℝ) : ℂ) * -I by ring]
    exact h
  have hq : star (Complex.exp (-((f / 2 : ℝ) : ℂ) * I))
      = Complex.exp (((f / 2 : ℝ) : ℂ) * I) := by
    rw [← hp, star_star]
  have hsin : Real.sin t = 2 * Real.sin (t / 2) * Real.cos (t / 2) := by
    rw [← Real.sin_two_mul]; congr 1; ring
  have hcos : Real.cos t = Real.cos (t / 2) ^ 2 - Real.sin (t / 2) ^ 2 := by
    rw [← Real.cos_two_mul']; congr 1; ring
  refine ⟨(Real.cos (t / 2) : ℂ), (Real.sin (t / 2) : ℂ),
    Complex.exp (((f / 2 : ℝ) : ℂ) * I), Complex.exp (-((f / 2 : ℝ) : ℂ) * I),
    ⟨?_, ?_, ?_⟩, ⟨?_, ?_, ?_⟩, ⟨rfl, rfl, ?_, ?_⟩, ⟨rfl, rfl, ?_, ?_⟩⟩
  · rw [← Complex.ofReal_pow, ← Complex.ofReal_pow, ← Complex.ofReal_add,
      Real.cos_sq_add_sin_sq, Complex.ofReal_one]
  · rw [hsin]; push_cast; ring
  · rw [hcos]; push_cast; ring
  · rw [← Complex.exp_add, ← add_mul, add_neg_cancel, zero_mul, Complex.exp_zero]
  · rw [← Complex.exp_add, show ((f / 2 : ℝ) : ℂ) * I + ((f / 2 : ℝ) : ℂ) * I = (f : ℂ) * I by
      push_cast; ring, Complex.exp_mul_I, Complex.ofReal_cos, Complex.ofReal_sin]
  · rw [← Complex.exp_add, show -((f / 2 : ℝ) : ℂ) * I + -((f / 2 : ℝ) : ℂ) * I
      = (-(f : ℂ)) * I by push_cast; ring, Complex.exp_mul_I, Complex.cos_neg,
      Complex.sin_neg, Complex.ofReal_cos, Complex.ofReal_sin]
    ring
  · change star (_ * _) = _
    rw [star_mul', hr, hq]
  · change star (_ * _) = _
    rw [star_mul', hr, hp]
  · change star (-(_ * _)) = _
    rw [star_neg, star_mul', hr, hq]
  · change star (_ * _) = _
    rw [star_mul', hr, hp]
```

Orthonormality follows: \(a^*a=b^*b=(c^2+s^2)pq=1\), and \(a^*b=-cs\,pq+sc\,pq=0\).

```lean
/-- The two rotated spinors are normalised and orthogonal to each other. -/
theorem spinors_orthonormal (t f : ℝ) :
    ∑ i, star (spinUp t f i) * spinUp t f i = 1 ∧
    ∑ i, star (spinDown t f i) * spinDown t f i = 1 ∧
    ∑ i, star (spinUp t f i) * spinDown t f i = 0 := by
  obtain ⟨c, s, p, q, ⟨h1, -, -⟩, ⟨hpq, -, -⟩, ⟨a0, a1, a0', a1'⟩, ⟨b0, b1, b0', b1'⟩⟩ :=
    spinor_components t f
  simp only [Fin.sum_univ_two]
  rw [a0', a1', b0', b1', a0, a1, b0, b1]
  refine ⟨?_, ?_, ?_⟩
  · linear_combination (c ^ 2 + s ^ 2) * hpq + h1
  · linear_combination (c ^ 2 + s ^ 2) * hpq + h1
  · ring
```

For the up-up block, \(a_0^*a_1=sc\,p^2\) and \(a_1^*a_0=sc\,q^2\). The three coefficients are
\[
sc(p^2+q^2)=\sin t\cos f,\quad -i\,sc(p^2-q^2)=\sin t\sin f,\quad (c^2-s^2)pq=\cos t .
\]
For the up-down block, \(a_0^*b_1=c^2p^2\) and \(a_1^*b_0=-s^2q^2\), which gives
\[
\begin{aligned}
c^2p^2-s^2q^2&=\cos t\cos f+i\sin f,\\
-i(c^2p^2+s^2q^2)&=\cos t\sin f-i\cos f,\\
-2sc\,pq&=-\sin t .
\end{aligned}
\]
Hence
\[
\begin{aligned}
D&=\sin t\cos f\,L_x+\sin t\sin f\,L_y+\cos t\,L_z,\\
B&=(\cos t\cos f+i\sin f)L_x+(\cos t\sin f-i\cos f)L_y-\sin t\,L_z .
\end{aligned}
\]
In the proof, `match_scalars` reduces each operator identity to these three coefficient comparisons, and each `linear_combination` names the identities that settle one of them.

```lean
/-- The up-up block of L·σ is the component of L along the rotated spin axis, and the up-down
block is the stated complex combination of Lx, Ly and Lz. -/
theorem spinOrbit_blocks (Lx Ly Lz : A) (t f : ℝ) :
    spinBlock Lx Ly Lz (spinUp t f) (spinUp t f) =
      ((Real.sin t : ℂ) * Real.cos f) • Lx + ((Real.sin t : ℂ) * Real.sin f) • Ly
        + (Real.cos t : ℂ) • Lz ∧
    spinBlock Lx Ly Lz (spinUp t f) (spinDown t f) =
      ((Real.cos t : ℂ) * Real.cos f + I * Real.sin f) • Lx
        + ((Real.cos t : ℂ) * Real.sin f - I * Real.cos f) • Ly
        + (-(Real.sin t : ℂ)) • Lz := by
  obtain ⟨c, s, p, q, ⟨h1, hs, hc⟩, ⟨hpq, hpp, hqq⟩, ⟨a0, a1, a0', a1'⟩, ⟨b0, b1, -, -⟩⟩ :=
    spinor_components t f
  have hI : I ^ 2 = -1 := Complex.I_sq
  simp only [Complex.ofReal_cos, Complex.ofReal_sin] at hs hc hpp hqq
  constructor
  · rw [spinBlock_expand, a0', a1', a0, a1]
    -- compare the coefficients of Lx, Ly, Lz
    match_scalars
    · linear_combination s * c * hpp + s * c * hqq - Complex.cos f * hs
    · linear_combination -I * s * c * hpp + I * s * c * hqq - Complex.sin f * hs
        - 2 * s * c * Complex.sin f * hI
    · linear_combination (c ^ 2 - s ^ 2) * hpq - hc
  · rw [spinBlock_expand, a0', a1', b0, b1]
    match_scalars
    · linear_combination c ^ 2 * hpp - s ^ 2 * hqq - Complex.cos f * hc
        + I * Complex.sin f * h1
    · linear_combination -I * c ^ 2 * hpp - I * s ^ 2 * hqq - I * Complex.cos f * h1
        - (c ^ 2 - s ^ 2) * Complex.sin f * hI - Complex.sin f * hc
    · linear_combination -2 * s * c * hpq + hs
```

With a complex angle the formula for \(D\) can fail. Take \(f=0\) and \(t=i\tau\) with \(\tau\) real and nonzero. The coefficient of \(L_z\) in the block is \(|c|^2-|s|^2=\cosh^2\frac\tau2-\sinh^2\frac\tau2=1\), whereas \(\cos t=\cosh\tau>1\).

The down-down block needs no further condition. Here \(b_0^*b_1=-sc\,p^2\), \(b_1^*b_0=-sc\,q^2\) and \(b_0^*b_0-b_1^*b_1=(s^2-c^2)pq\), so every coefficient is minus its up-up value.

```lean
/-- The down-down block of L·σ is minus the up-up block. -/
theorem spinBlock_down_down (Lx Ly Lz : A) (t f : ℝ) :
    spinBlock Lx Ly Lz (spinDown t f) (spinDown t f) =
      -spinBlock Lx Ly Lz (spinUp t f) (spinUp t f) := by
  obtain ⟨c, s, p, q, -, -, ⟨a0, a1, a0', a1'⟩, ⟨b0, b1, b0', b1'⟩⟩ := spinor_components t f
  rw [spinBlock_expand, spinBlock_expand, a0', a1', b0', b1', a0, a1, b0, b1]
  module
```

## Hermitian orbital operators

The fourth block, down-up, can be obtained from \(B\) if the components of \(L\) are observables, that is, if \(L_k^\dagger=L_k\). The code writes the adjoint as `star`, requires it to be compatible with complex conjugation of scalars, and takes Hermiticity as `hx`, `hy` and `hz`.

By hand, exchanging \(u\) and \(v\) in the expansion conjugates each coefficient. For \(L_y\), for instance, \(-iv_0^*u_1+iv_1^*u_0\) is the conjugate of \(-iu_0^*v_1+iu_1^*v_0\). Since the operators are their own adjoints, the exchanged block is the adjoint of the original. The `simp only` step applies the adjoint to each term and uses the three hypotheses there.

```lean
/-- For Hermitian orbital operators, exchanging the two spinors gives the adjoint block. -/
theorem spinBlock_adjoint [StarRing A] [StarModule ℂ A] (Lx Ly Lz : A)
    (hx : star Lx = Lx) (hy : star Ly = Ly) (hz : star Lz = Lz) (u v : Fin 2 → ℂ) :
    spinBlock Lx Ly Lz v u = star (spinBlock Lx Ly Lz u v) := by
  have hI : star I = -I := Complex.conj_I
  rw [spinBlock_expand, spinBlock_expand]
  simp only [star_add, star_sub, star_smul, star_neg, star_mul', star_star, hx, hy, hz, hI]
  module
```

Without Hermiticity the relation can fail already for numbers. Take \(A=\mathbb C\), \(L_x=i\), \(L_y=L_z=0\) and \(t=f=0\). Both off-diagonal blocks equal \(i\), but the adjoint of \(i\) is \(-i\).

## Commutation relations

The hypotheses `hxy`, `hyz` and `hzx` say that \([L_x,L_y]=iL_z\) and its cyclic partners hold. These are the commutation relations of an angular momentum in units of \(\hbar\); Hermiticity is not needed in this section. For complex vectors \(n,m\), with components \(n_1,n_2,n_3\) and \(m_1,m_2,m_3\), expanding the products gives
\[
[n\cdot L,m\cdot L]=i(n\times m)\cdot L,
\]
where neither vector is conjugated. The proof expands the products in the same way and adds the three commutation relations, weighted by the components of \(n\times m\).

```lean
/-- The commutator of two complex components of an angular momentum is i times the component
along their cross product. -/
theorem component_commutator (Lx Ly Lz : A)
    (hxy : Lx * Ly - Ly * Lx = I • Lz) (hyz : Ly * Lz - Lz * Ly = I • Lx)
    (hzx : Lz * Lx - Lx * Lz = I • Ly) (n₁ n₂ n₃ m₁ m₂ m₃ : ℂ) :
    (n₁ • Lx + n₂ • Ly + n₃ • Lz) * (m₁ • Lx + m₂ • Ly + m₃ • Lz)
      - (m₁ • Lx + m₂ • Ly + m₃ • Lz) * (n₁ • Lx + n₂ • Ly + n₃ • Lz) =
    (I * (n₂ * m₃ - n₃ * m₂)) • Lx + (I * (n₃ * m₁ - n₁ * m₃)) • Ly
      + (I * (n₁ * m₂ - n₂ * m₁)) • Lz := by
  simp only [mul_add, add_mul, smul_mul_assoc, mul_smul_comm]
  linear_combination (norm := module) (n₁ * m₂ - n₂ * m₁) • hxy
    + (n₂ * m₃ - n₃ * m₂) • hyz + (n₃ * m₁ - n₁ * m₃) • hzx
```

Now let \(n\) and \(m\) be the coefficient vectors of \(D\) and \(B\). With the real unit vectors \(e_t=(\cos t\cos f,\cos t\sin f,-\sin t)\) and \(e_f=(-\sin f,\cos f,0)\), we have \(m=e_t-ie_f\). Since \(n\times e_t=e_f\) and \(n\times e_f=-e_t\),
\[
n\times m=e_f+ie_t=im,\qquad DB-BD=i(im)\cdot L=-B .
\]
If \(D\psi=\mu\psi\), then \(D(B\psi)=(\mu-1)B\psi\): \(B\) lowers the orbital projection on the spin axis by one, or annihilates the state. As \(B\) accompanies a flip from \(b\) to \(a\), the spin projection rises by one and the total is unchanged.

The theorem states the commutator identity. Its proof inserts the two block formulas, applies `component_commutator`, and checks \(n\times m=im\) coefficient by coefficient.

```lean
/-- If Lx, Ly and Lz obey the angular-momentum commutation relations, the commutator of the up-up
block with the up-down block is minus the up-down block. -/
theorem spinFlip_lowers (Lx Ly Lz : A)
    (hxy : Lx * Ly - Ly * Lx = I • Lz) (hyz : Ly * Lz - Lz * Ly = I • Lx)
    (hzx : Lz * Lx - Lx * Lz = I • Ly) (t f : ℝ) :
    spinBlock Lx Ly Lz (spinUp t f) (spinUp t f) * spinBlock Lx Ly Lz (spinUp t f) (spinDown t f)
      - spinBlock Lx Ly Lz (spinUp t f) (spinDown t f)
        * spinBlock Lx Ly Lz (spinUp t f) (spinUp t f) =
    -spinBlock Lx Ly Lz (spinUp t f) (spinDown t f) := by
  have hI : I ^ 2 = -1 := Complex.I_sq
  have hu : ∀ x : ℝ, (Real.sin x : ℂ) ^ 2 + (Real.cos x : ℂ) ^ 2 = 1 := fun x => by
    rw [← Complex.ofReal_pow, ← Complex.ofReal_pow, ← Complex.ofReal_add,
      Real.sin_sq_add_cos_sq, Complex.ofReal_one]
  simp only [Complex.ofReal_cos, Complex.ofReal_sin] at hu
  rw [(spinOrbit_blocks Lx Ly Lz t f).1, (spinOrbit_blocks Lx Ly Lz t f).2,
    component_commutator Lx Ly Lz hxy hyz hzx]
  -- the cross product of the axis with the spin-flip vector is i times that vector
  match_scalars
  · linear_combination -I * Complex.sin f * hu t + Complex.cos t * Complex.cos f * hI
  · linear_combination I * Complex.cos f * hu t + Complex.cos t * Complex.sin f * hI
  · linear_combination -I ^ 2 * Complex.sin t * hu f - Complex.sin t * hI
```

If the components merely commute, the lowering relation can fail. In \(A=\mathbb C\) with \(L_x=1\), \(L_y=L_z=0\) and \(t=f=0\), we get \(D=0\) and \(B=1\), so \(DB-BD=0\) while \(-B=-1\).

## The Cartesian p shell

In the basis \((p_x,p_y,p_z)\), the orbital angular momentum is given by three 3×3 matrices.

```lean
/-- The x component of the orbital angular momentum in the Cartesian p shell. -/
def pLx : Matrix (Fin 3) (Fin 3) ℂ := !![0, 0, 0; 0, 0, -I; 0, I, 0]

/-- The y component of the orbital angular momentum in the Cartesian p shell. -/
def pLy : Matrix (Fin 3) (Fin 3) ℂ := !![0, 0, I; 0, 0, 0; -I, 0, 0]

/-- The z component of the orbital angular momentum in the Cartesian p shell. -/
def pLz : Matrix (Fin 3) (Fin 3) ℂ := !![0, -I, 0; I, 0, 0; 0, 0, 0]
```

They satisfy both the commutation relations and Hermiticity, which the proof checks entry by entry.

```lean
/-- The Cartesian p-shell matrices obey the angular-momentum commutation relations and are
Hermitian. -/
theorem pShell_witness :
    (pLx * pLy - pLy * pLx = I • pLz ∧ pLy * pLz - pLz * pLy = I • pLx ∧
      pLz * pLx - pLx * pLz = I • pLy) ∧
    (star pLx = pLx ∧ star pLy = pLy ∧ star pLz = pLz) := by
  refine ⟨⟨?_, ?_, ?_⟩, ?_, ?_, ?_⟩ <;> ext i j <;> fin_cases i <;> fin_cases j <;>
    simp [pLx, pLy, pLz, Matrix.star_apply]

end

end RotatedSpinOrbit
```

```lean
#print axioms RotatedSpinOrbit.spinOrbit_blocks
-- 'RotatedSpinOrbit.spinOrbit_blocks' depends on axioms: [propext, Classical.choice, Quot.sound]
#print axioms RotatedSpinOrbit.spinBlock_down_down
-- 'RotatedSpinOrbit.spinBlock_down_down' depends on axioms: [propext, Classical.choice, Quot.sound]
#print axioms RotatedSpinOrbit.spinBlock_adjoint
-- 'RotatedSpinOrbit.spinBlock_adjoint' depends on axioms: [propext, Classical.choice, Quot.sound]
#print axioms RotatedSpinOrbit.spinFlip_lowers
-- 'RotatedSpinOrbit.spinFlip_lowers' depends on axioms: [propext, Classical.choice, Quot.sound]
```

For a spin axis along \(x\), set \(t=\pi/2\) and \(f=0\). Then \(a=(1,1)/\sqrt2\), \(b=(-1,1)/\sqrt2\), \(D=L_x\), and
\[
B=-iL_y-L_z=\begin{pmatrix}0&i&1\\-i&0&0\\-1&0&0\end{pmatrix}.
\]
The normalised states \(\psi_{\pm}=(0,1,\pm i)/\sqrt2\) and \(\psi_0=(1,0,0)\) have \(L_x=\pm1\) and \(0\). Multiplying out gives
\[
B\psi_+=i\sqrt2\,\psi_0,\qquad B\psi_0=-i\sqrt2\,\psi_-,\qquad B\psi_-=0 .
\]
Each application lowers \(L_x\) by one until the bottom of the shell is reached.
